# Under kinetic balance, ⟨φ, Tφ⟩ is 2mc² times the squared norm of the small component

Dyall's modified Dirac theory writes the small component S through a pseudo-large component φ, by the relation 2mc S = (σ·p)φ. The theorem `dyall_metric` says that then ⟨φ, Tφ⟩ = 2mc²⟨S, S⟩, where T = p·p/(2m) is the nonrelativistic kinetic energy; φ need not be normalised, so the mean kinetic energy in a nonzero φ is ⟨φ, Tφ⟩/⟨φ, φ⟩. It assumes real m ≠ 0, real c, the usual algebraic relations of spin and momentum, and a σ·p that is symmetric and defined on the whole complex inner product space. The proof replaces Tφ by c(σ·p)S, moves σ·p to the other side of the inner product, and uses the relation again to turn (σ·p)φ into 2mc S. The factor 2mc then comes out of the first slot as its complex conjugate, so the proof needs the fact `e` that 2mc is its own conjugate.

The first attempt, which Lean rejects:

```lean
import Mathlib

open Matrix

namespace DyallMetric

noncomputable section

variable {A : Type*} [Ring A] [Algebra ℂ A]
variable {M : Type*} [AddCommGroup M] [Module ℂ M] [Module A M] [IsScalarTower ℂ A M]

/-- Spin elements `s` square to one and anticommute, the momenta `p` commute with each other,
and spin commutes with momentum. -/
structure SpinMomentum (s p : Fin 3 → A) : Prop where
  sq : ∀ i, s i * s i = 1
  anti10 : s 1 * s 0 = -(s 0 * s 1)
  anti20 : s 2 * s 0 = -(s 0 * s 2)
  anti21 : s 2 * s 1 = -(s 1 * s 2)
  momentum_comm : ∀ i j, p i * p j = p j * p i
  spin_comm : ∀ i j, p i * s j = s j * p i

/-- The operator `σ·p`. -/
def sigmaDot (s p : Fin 3 → A) : A := ∑ i, s i * p i

/-- The nonrelativistic kinetic energy `T = p·p / (2m)`, for `m ≠ 0`. -/
def kinetic (p : Fin 3 → A) (m : ℂ) : A := (2 * m)⁻¹ • ∑ i, p i * p i

/-- The pseudo-large component `φ` represents the small component `S` through
`2mc S = (σ·p) φ`. -/
def KineticBalance (s p : Fin 3 → A) (m c : ℂ) (S φ : M) : Prop :=
  (2 * m * c) • S = sigmaDot s p • φ

omit [Algebra ℂ A] in
/-- Under the `SpinMomentum` relations, `(σ·p)² = p·p`. -/
theorem sigmaDot_sq {s p : Fin 3 → A} (h : SpinMomentum s p) :
    sigmaDot s p * sigmaDot s p = ∑ i, p i * p i := by
  -- move all spin factors to the left
  have e : ∀ i j, (s i * p i) * (s j * p j) = (s i * s j) * (p i * p j) := by
    intro i j
    rw [mul_assoc, ← mul_assoc (p i), h.spin_comm i j]
    simp only [mul_assoc]
  simp only [sigmaDot, Fin.sum_univ_three, add_mul, mul_add, e]
  -- the mixed terms cancel in pairs
  rw [h.sq 0, h.sq 1, h.sq 2, h.anti10, h.anti20, h.anti21, h.momentum_comm 1 0,
    h.momentum_comm 2 0, h.momentum_comm 2 1]
  simp only [one_mul, neg_mul]
  abel

/-- Under the `SpinMomentum` relations, the kinetic energy acts as `(σ·p)(σ·p) / (2m)`. -/
theorem kinetic_smul {s p : Fin 3 → A} (h : SpinMomentum s p) (m : ℂ) (x : M) :
    kinetic p m • x = (2 * m)⁻¹ • sigmaDot s p • sigmaDot s p • x := by
  rw [kinetic, smul_assoc, ← sigmaDot_sq h, mul_smul]

/-- Under the `SpinMomentum` relations and kinetic balance `2mc S = (σ·p) φ`, with `m ≠ 0`, the
kinetic energy of the pseudo-large component `φ` is the Dirac coupling to the small component:
`T φ = c (σ·p) S`. -/
theorem kinetic_pseudoLarge {s p : Fin 3 → A} (h : SpinMomentum s p) {m c : ℂ} (hm : m ≠ 0)
    {S φ : M} (hS : KineticBalance s p m c S φ) :
    kinetic p m • φ = c • sigmaDot s p • S := by
  have e : (2 * m)⁻¹ * (2 * m * c) = c := by field_simp
  unfold KineticBalance at hS
  rw [kinetic_smul h, ← hS, smul_comm (sigmaDot s p) (2 * m * c) S, smul_smul, e]

/-- Dyall's metric: under the `SpinMomentum` relations and kinetic balance `2mc S = (σ·p) φ`, with
real `m ≠ 0`, real `c` and symmetric `σ·p`, one has `⟨φ, T φ⟩ = 2mc² ⟨S, S⟩`. -/
theorem dyall_metric {H : Type*} [NormedAddCommGroup H] [InnerProductSpace ℂ H] [Module A H]
    [IsScalarTower ℂ A H] {s p : Fin 3 → A} (h : SpinMomentum s p) {m c : ℝ} (hm : m ≠ 0)
    {S φ : H} (hS : KineticBalance s p (m : ℂ) (c : ℂ) S φ)
    (hP : ∀ x y : H, inner ℂ (sigmaDot s p • x) y = inner ℂ x (sigmaDot s p • y)) :
    inner ℂ φ (kinetic p (m : ℂ) • φ) = 2 * (m : ℂ) * (c : ℂ) ^ 2 * inner ℂ S S := by
  have e : starRingEnd ℂ (2 * (m : ℂ) * (c : ℂ)) = 2 * (m : ℂ) * (c : ℂ) := by simp
  rw [kinetic_pseudoLarge h (Complex.ofReal_ne_zero.mpr hm) hS, inner_smul_right, ← hP φ S]
  unfold KineticBalance at hS
  rw [← hS, inner_smul_left, e]
  ring

end

end DyallMetric
```

The error:

```
Main.lean:71:76: error: unsolved goals
A : Type u_1
inst✝⁵ : Ring A
inst✝⁴ : Algebra ℂ A
H : Type u_3
inst✝³ : NormedAddCommGroup H
inst✝² : InnerProductSpace ℂ H
inst✝¹ : Module A H
inst✝ : IsScalarTower ℂ A H
s p : Fin 3 → A
h : SpinMomentum s p
m c : ℝ
hm : m ≠ 0
S φ : H
hS : KineticBalance s p (↑m) (↑c) S φ
hP : ∀ (x y : H), inner ℂ (sigmaDot s p • x) y = inner ℂ x (sigmaDot s p • y)
⊢ ((starRingEnd ℂ) 2 = 2 ∨ m = 0) ∨ c = 0
```

The repair, with which the file compiles:

```diff
@@ -69,5 +69,8 @@
     (hP : ∀ x y : H, inner ℂ (sigmaDot s p • x) y = inner ℂ x (sigmaDot s p • y)) :
     inner ℂ φ (kinetic p (m : ℂ) • φ) = 2 * (m : ℂ) * (c : ℂ) ^ 2 * inner ℂ S S := by
-  have e : starRingEnd ℂ (2 * (m : ℂ) * (c : ℂ)) = 2 * (m : ℂ) * (c : ℂ) := by simp
+  -- 2mc is real
+  have e : starRingEnd ℂ (2 * (m : ℂ) * (c : ℂ)) = 2 * (m : ℂ) * (c : ℂ) := by
+    have r : 2 * (m : ℂ) * (c : ℂ) = ((2 * m * c : ℝ) : ℂ) := by simp
+    rw [r, Complex.conj_ofReal]
   rw [kinetic_pseudoLarge h (Complex.ofReal_ne_zero.mpr hm) hS, inner_smul_right, ← hP φ S]
   unfold KineticBalance at hS
```

Diagnosis. The one error is in the proof of `e`, which was left to `simp` alone. The goal that remains, `((starRingEnd ℂ) 2 = 2 ∨ m = 0) ∨ c = 0`, shows what `simp` did. It spread the conjugation over the product, removed it from the real numbers `m` and `c`, and cancelled these from both sides. Since a cancelled factor might be zero, each cancellation added an alternative, `m = 0` or `c = 0`. What was left to prove was that the complex number 2 is its own conjugate. This is true, but `simp` did not reduce it, and so the goal stayed open.

The repair keeps the product whole. The new fact `r` says that `2 * (m : ℂ) * (c : ℂ)` is the real number `2 * m * c` read as a complex number, and here `simp` is enough. After `rw [r]` both sides of `e` are written with that one real number, and `Complex.conj_ofReal`, which says that a real number is its own conjugate, finishes the proof. The 2 is never conjugated by itself. The added comment only explains the step.
